# The real part of each diagonal element of a finite complex Hermitian matrix is the sum of its eigenvalues weighted by the squared moduli of orthonormal eigenvector components

The theorem `diagLevel_eq` concerns a finite complex Hermitian matrix H, whose rows and columns are labelled by orbitals. It takes the level of orbital i to be the real part of Hᵢᵢ, and states that this equals the sum over k of |Uᵢₖ|² λₖ, where the λₖ are the eigenvalues and the columns of the unitary matrix U are the corresponding orthonormal eigenvectors. The proof first seeks the same equality for the complex number Hᵢᵢ. It replaces H by U D U†, with D the diagonal matrix of eigenvalues, expands the matrix product and compares the sums term by term; taking real parts then gives the result.

Lean 4 with Mathlib refuses this proof:

```lean
import Mathlib

open Finset Matrix

namespace DiagLevelEq

noncomputable section

variable {n : ℕ}

/-- The level of orbital `i` in the diagonal approximation: the real part of `H i i`. -/
def diagLevel (H : Matrix (Fin n) (Fin n) ℂ) (i : Fin n) : ℝ := (H i i).re

/-- The weight `|U i k|²` of orbital `i` in the `k`-th eigenvector of a Hermitian matrix. -/
def orbitalWeight {H : Matrix (Fin n) (Fin n) ℂ} (hH : H.IsHermitian) (i k : Fin n) : ℝ :=
  Complex.normSq ((hH.eigenvectorUnitary : Matrix (Fin n) (Fin n) ℂ) i k)

variable {H : Matrix (Fin n) (Fin n) ℂ}

/-- A Hermitian matrix is `U D U†`, with its eigenvectors in `U` and its eigenvalues in `D`. -/
theorem spectral_form (hH : H.IsHermitian) :
    H = (hH.eigenvectorUnitary : Matrix (Fin n) (Fin n) ℂ) *
      diagonal (fun k => (hH.eigenvalues k : ℂ)) *
      star (hH.eigenvectorUnitary : Matrix (Fin n) (Fin n) ℂ) := by
  have h := hH.spectral_theorem
  rw [Unitary.conjStarAlgAut_apply] at h
  exact h

/-- Each diagonal level of a Hermitian matrix is the average of the eigenvalues with the
orbital weights. -/
theorem diagLevel_eq (hH : H.IsHermitian) (i : Fin n) :
    diagLevel H i = ∑ k, orbitalWeight hH i k * hH.eigenvalues k := by
  have h : H i i = ∑ k, ((orbitalWeight hH i k * hH.eigenvalues k : ℝ) : ℂ) := by
    refine (congrArg (fun M : Matrix (Fin n) (Fin n) ℂ => M i i) (spectral_form hH)).trans ?_
    simp only []
    rw [Matrix.mul_apply]
    refine Finset.sum_congr rfl fun k _ => ?_
    rw [Matrix.mul_diagonal, Matrix.star_apply, Complex.ofReal_mul, orbitalWeight,
      ← Complex.mul_conj, Complex.star_def]
    ring
  rw [diagLevel, h, ← Complex.ofReal_sum, Complex.ofReal_re]

end

end DiagLevelEq
```

Messages:

```
Main.lean:35:4: error: `simp` made no progress
```

What went wrong. The message "`simp` made no progress" means that `simp only []` left the goal unchanged, which Lean treats as an error. With an empty list of lemmas, the call could do little more than basic simplifications such as beta reduction, that is, putting an argument into the body of a function.

There seemed to be a use for that here. The preceding `refine` applies `congrArg` with the function `fun M => M i i`, so one might expect the new goal to contain this function still applied to the product U D U†. But Lean had already carried out the application when it formed the goal, whose left side was simply the (i, i) entry of the product. Nothing was left for `simp only []` to do.

The diff deletes that line. The next step, `rw [Matrix.mul_apply]`, then acts directly on the entry of the product and expands it as a sum, and the rest of the proof goes through unchanged.

After these edits no error is left:

```diff
@@ -33,5 +33,4 @@
   have h : H i i = ∑ k, ((orbitalWeight hH i k * hH.eigenvalues k : ℝ) : ℂ) := by
     refine (congrArg (fun M : Matrix (Fin n) (Fin n) ℂ => M i i) (spectral_form hH)).trans ?_
-    simp only []
     rw [Matrix.mul_apply]
     refine Finset.sum_congr rfl fun k _ => ?_
```
